# Adding projectors to the separable form of a positive semidefinite operator never lowers an energy level

Let $H$ be a Hermitian matrix and $A$ a positive semidefinite one, the nonlocal part of a pseudopotential. Let $F_m$ be the matrix with columns $\varphi_0,\dots,\varphi_{m-1}$, and replace $A$ by the multi-projector form

$$K_m = A F_m (F_m^* A F_m)^{-1} F_m^* A .$$

When I add a projector, the whole inverse matrix can change, and with it the coefficients of the projectors I already had. Could some level of $H+K_m$ drop as a result, or overshoot the level of $H+A$ that I am trying to reproduce?

## Neither can happen when $A$ is positive semidefinite

Write $X \le Y$ when $Y-X$ is positive semidefinite, and count levels from the lowest, with multiplicity, starting at $k=0$. Suppose that the overlap matrix $F_{m'}^*AF_{m'}$ is invertible and $m\le m'$. Then $K_m\le K_{m'}\le A$, and the levels follow the same order.

**Smaller sets inherit invertibility.** Put $G=F_{m'}$ and $F=F_m=GC$, where $C$ selects the first $m$ columns. If $F^*AFv=0$, then $(Cv)^*(G^*AG)(Cv)=0$. Since $G^*AG$ is positive semidefinite, $G^*AG\,Cv=0$. Invertibility gives $Cv=0$, hence $v=0$.

**The operators are ordered.** Define $S_F=F(F^*AF)^{-1}F^*$, so that $K_m=AS_FA$, and define $S_G$ likewise. Then

$$S_GAG=G(G^*AG)^{-1}(G^*AG)=G .$$

Because $S_F$ has the form $GX$, this yields $S_GAS_F=S_F$, and the adjoint is $S_FAS_G=S_F$. In the same way $S_GAS_G=S_G$ and $S_FAS_F=S_F$. With $D=S_G-S_F$,

$$DAD=S_G-S_F-S_F+S_F=D,$$

and therefore

$$K_{m'}-K_m=ADA=(DA)^*A(DA)\ge 0 .$$

For the upper bound,

$$(1-S_GA)^*A(1-S_GA)=A-2AS_GA+AS_GAS_GA=A-K_{m'}\ge 0 .$$

So the old coefficients may change, but the total change in the operator is a square weighted by $A$.

**The levels are ordered.** Let $M\le N$ be Hermitian of dimension $d$, with levels $\lambda_i$ and $\mu_i$ and orthonormal eigenvectors $u_i$ and $w_i$. Requiring $x$ to be orthogonal to $u_0,\dots,u_{k-1}$ and to $w_{k+1},\dots,w_{d-1}$ imposes $d-1$ conditions, so some $x\neq0$ satisfies them. Only levels $\lambda_i\ge\lambda_k$ and $\mu_i\le\mu_k$ then contribute, and

$$\lambda_k\,x^*x\le x^*Mx\le x^*Nx\le\mu_k\,x^*x .$$

Divide by $x^*x>0$. Taking $M=H+K_m$, $N=H+K_{m'}$, and then $M=H+K_{m'}$, $N=H+A$, proves both inequalities, since $H$ cancels in each difference.

**Zero and one projector.** For $m=0$ the overlap matrix is empty and $K_0=0$, so the chain starts from the levels of $H$ itself. For one projector, invertibility means $\varphi_0^*A\varphi_0>0$, and

$$K_1=\frac{A\varphi_0\varphi_0^*A}{\varphi_0^*A\varphi_0}.$$

Here $K_1\le A$ is the Cauchy–Schwarz inequality for the form $x^*Ay$.

## What the matrices and hypotheses stand for

The index type `n` labels a finite orthonormal basis, and operators are complex matrices over it. The sequence `φ` supplies what I call the projector functions, although in pseudopotential work that name usually goes to the products $A\varphi_i$, and `firstProjectors φ m` is $F_m$. The names `overlap`, `core` and `compressed` denote $F^*AF$, $S_F$ and $K$. Mathlib's `eigenvalues₀` is sorted downwards, so `level` reverses the index to make `k = 0` the lowest level.

`projector_tower` says that, for `A` positive semidefinite, `m ≤ m'` and an invertible overlap matrix of the first `m'` projectors, the overlap matrix of the first `m` is invertible and $K_m\le K_{m'}\le A$. `levels_rise_with_projectors` adds a Hermitian `H` and gives the two inequalities for every level `k`. Invertibility is written `IsUnit` of the determinant. For positive semidefinite $A$ it means that $A$ annihilates no linear combination of the projector functions whose coefficients are not all zero; in particular, the functions are linearly independent.

Positive semidefiniteness means that the nonlocal part has a negative expectation value in no state, which is a real restriction on pseudopotentials. For a merely Hermitian $A$ the upper bound can fail: with $H=0$, $A=\mathrm{diag}(1,-1)$ and $\varphi_0=(1,0)$, the lowest level of $K_1$ is $0$, while that of $A$ is $-1$.

For a one-electron Hamiltonian in a fixed finite basis, with $H$ held fixed and such an $A$, the separable form thus errs only downwards in each level. The inequalities are not strict, and they give no rate of convergence. Self-consistent changes of $H$ and generalised eigenproblems with an overlap operator are different settings.

## From the absorption identity to the levels

- `core_absorb` is $S_GAS_F=S_F$, and `overlap_isUnit` is the null-vector argument. Both allow any `C`, with injectivity required in the second.
- `compressed_chain` abbreviates $S_G$ and $S_F$ to `S` and `T`, collects the four absorption identities, and lets `noncomm_ring` expand the products. Each difference then has the form $B^*AB$, which `conjTranspose_mul_mul_same` shows to be positive semidefinite.
- `expectation_expansion` writes $x^*Mx$ as a sum of eigenvalues weighted by the squared moduli of the coordinates in an eigenbasis.
- `level_mono` finds the trial vector $x$ by stacking the $d-1$ orthogonality conditions as rows of a square matrix `R` and filling the remaining row with zeros. Its determinant vanishes, so it has a nonzero null vector. `hlow` and `hupp` are the outer two inequalities of the chain for $x$.
- `projector_tower` builds the selection matrix `C` of zeros and ones, and the final theorem applies `level_mono` twice.

In Lean 4 with Mathlib:

```lean
import Mathlib

open Matrix
open scoped ComplexOrder

namespace MultiProjector

noncomputable section

variable {n p q : Type*} [Fintype n] [DecidableEq n] [Fintype p] [DecidableEq p]
  [Fintype q] [DecidableEq q]

/-- The overlap matrix `F* A F` of the projector functions (columns of `F`), weighted by `A`. -/
def overlap (A : Matrix n n ℂ) (F : Matrix n p ℂ) : Matrix p p ℂ := Fᴴ * A * F

/-- The matrix `F (F* A F)⁻¹ F*`, meaningful when the overlap matrix is invertible. -/
def core (A : Matrix n n ℂ) (F : Matrix n p ℂ) : Matrix n n ℂ :=
  F * (overlap A F)⁻¹ * Fᴴ

/-- The multi-projector form `K = A F (F* A F)⁻¹ F* A` of the operator `A`, meaningful when
the overlap matrix is invertible. -/
def compressed (A : Matrix n n ℂ) (F : Matrix n p ℂ) : Matrix n n ℂ :=
  A * core A F * A

/-- The matrix whose columns are the first `m` projector functions of a sequence. -/
def firstProjectors (φ : ℕ → n → ℂ) (m : ℕ) : Matrix n (Fin m) ℂ :=
  Matrix.of fun i j => φ j i

/-- The energy levels of a Hermitian matrix, with multiplicity, counted from the lowest. -/
def level {M : Matrix n n ℂ} (hM : M.IsHermitian) (k : Fin (Fintype.card n)) : ℝ :=
  hM.eigenvalues₀ k.rev

omit [DecidableEq n] in
/-- For Hermitian `A` the matrix `F (F* A F)⁻¹ F*` is Hermitian. -/
theorem core_isHermitian {A : Matrix n n ℂ} (hA : A.IsHermitian) (F : Matrix n p ℂ) :
    (core A F).IsHermitian :=
  isHermitian_mul_mul_conjTranspose F (isHermitian_conjTranspose_mul_mul F hA).inv

omit [DecidableEq n] in
/-- For Hermitian `A` the multi-projector form is Hermitian. -/
theorem compressed_isHermitian {A : Matrix n n ℂ} (hA : A.IsHermitian) (F : Matrix n p ℂ) :
    (compressed A F).IsHermitian := by
  have hS : (core A F)ᴴ = core A F := core_isHermitian hA F
  have hA' : Aᴴ = A := hA
  change (A * core A F * A)ᴴ = A * core A F * A
  rw [conjTranspose_mul, conjTranspose_mul, hS, hA', Matrix.mul_assoc]

omit [DecidableEq n] in
/-- If the overlap matrix of `G` is invertible, the core of `G` absorbs the core of any
projector set `G C` built from linear combinations of the columns of `G`. -/
theorem core_absorb {A : Matrix n n ℂ} {G : Matrix n q ℂ}
    (h : IsUnit (overlap A G).det) (C : Matrix q p ℂ) :
    core A G * A * core A (G * C) = core A (G * C) := by
  -- the core of `G` times `A` acts as the identity on the columns of `G`
  have hG : core A G * A * G = G := by
    calc core A G * A * G = G * ((overlap A G)⁻¹ * overlap A G) := by
          simp only [core, overlap, Matrix.mul_assoc]
      _ = G := by rw [nonsing_inv_mul _ h, Matrix.mul_one]
  obtain ⟨X, hX⟩ : ∃ X, core A (G * C) = G * X :=
    ⟨C * ((overlap A (G * C))⁻¹ * (G * C)ᴴ), by simp only [core, Matrix.mul_assoc]⟩
  rw [hX, ← Matrix.mul_assoc (core A G * A) G X, hG]

omit [DecidableEq n] in
/-- For positive semidefinite `A`, invertibility of the overlap matrix of `G` passes to every
set `G C` of linearly independent combinations of its columns. -/
theorem overlap_isUnit {A : Matrix n n ℂ} (hA : A.PosSemidef) {G : Matrix n q ℂ}
    (h : IsUnit (overlap A G).det) {C : Matrix q p ℂ} (hC : ∀ v, C *ᵥ v = 0 → v = 0) :
    IsUnit (overlap A (G * C)).det := by
  rw [isUnit_iff_ne_zero]
  intro h0
  obtain ⟨v, hv, hv0⟩ := Matrix.exists_mulVec_eq_zero_iff.mpr h0
  have hG : (overlap A G).PosSemidef := hA.conjTranspose_mul_mul_same G
  have e : overlap A (G * C) = Cᴴ * overlap A G * C := by
    simp only [overlap, conjTranspose_mul, Matrix.mul_assoc]
  rw [e] at hv0
  -- a null vector of the small overlap matrix gives one of the large overlap matrix
  have hq : star (C *ᵥ v) ⬝ᵥ (overlap A G *ᵥ (C *ᵥ v)) = 0 := by
    rw [Matrix.star_mulVec, ← Matrix.dotProduct_mulVec]
    simp only [Matrix.mulVec_mulVec, ← Matrix.mul_assoc]
    rw [hv0, dotProduct_zero]
  have hz := (hG.dotProduct_mulVec_zero_iff _).mp hq
  exact hv (hC v (Matrix.eq_zero_of_mulVec_eq_zero h.ne_zero hz))

/-- Operator inequalities `K_GC ≤ K_G ≤ A` for positive semidefinite `A`, an invertible overlap
matrix of `G`, and linearly independent combinations `G C` of the columns of `G`. -/
theorem compressed_chain {A : Matrix n n ℂ} (hA : A.PosSemidef) {G : Matrix n q ℂ}
    (h : IsUnit (overlap A G).det) {C : Matrix q p ℂ} (hC : ∀ v, C *ᵥ v = 0 → v = 0) :
    (compressed A G - compressed A (G * C)).PosSemidef ∧
      (A - compressed A G).PosSemidef := by
  have hA' : Aᴴ = A := hA.isHermitian
  have hS : (core A G)ᴴ = core A G := core_isHermitian hA.isHermitian G
  have hT : (core A (G * C))ᴴ = core A (G * C) := core_isHermitian hA.isHermitian _
  have hST := core_absorb h C
  have hSS := core_absorb h (1 : Matrix q q ℂ)
  have hTT := core_absorb (overlap_isUnit hA h hC) (1 : Matrix p p ℂ)
  rw [Matrix.mul_one] at hSS hTT
  unfold compressed
  generalize core A G = S at *
  generalize core A (G * C) = T at *
  have hTS : T * A * S = T := by
    have := congrArg conjTranspose hST
    rwa [conjTranspose_mul, conjTranspose_mul, hS, hT, hA', ← Matrix.mul_assoc] at this
  constructor
  · -- the gain from the extra projectors is a square weighted by `A`
    have e : A * S * A - A * T * A = ((S - T) * A)ᴴ * A * ((S - T) * A) := by
      rw [conjTranspose_mul, conjTranspose_sub, hS, hT, hA']
      have : A * (S - T) * A * ((S - T) * A)
          = A * (S * A * S - S * A * T - T * A * S + T * A * T) * A := by noncomm_ring
      rw [this, hSS, hST, hTS, hTT]
      noncomm_ring
    rw [e]
    exact hA.conjTranspose_mul_mul_same _
  · -- so is the part of `A` that the projectors miss
    have e : A - A * S * A = (1 - S * A)ᴴ * A * (1 - S * A) := by
      rw [conjTranspose_sub, conjTranspose_one, conjTranspose_mul, hS, hA']
      have : (1 - A * S) * A * (1 - S * A)
          = A - A * S * A - A * S * A + A * (S * A * S) * A := by noncomm_ring
      rw [this, hSS]
      abel
    rw [e]
    exact hA.conjTranspose_mul_mul_same _

/-- In suitable orthonormal coordinates `U x`, the value `x* M x` for a Hermitian matrix `M` is the
sum of its eigenvalues weighted by the squared moduli of the coordinates. -/
theorem expectation_expansion {M : Matrix n n ℂ} (hM : M.IsHermitian) :
    ∃ U : Matrix n n ℂ, ∀ x : n → ℂ,
      (star x ⬝ᵥ (M *ᵥ x)).re = ∑ i, hM.eigenvalues i * Complex.normSq ((U *ᵥ x) i) ∧
      (star x ⬝ᵥ x).re = ∑ i, Complex.normSq ((U *ᵥ x) i) := by
  obtain ⟨V, hV, hMV⟩ : ∃ V : Matrix n n ℂ, V * Vᴴ = 1 ∧
      M = V * diagonal (fun i => (hM.eigenvalues i : ℂ)) * Vᴴ := by
    refine ⟨hM.eigenvectorUnitary, mem_unitaryGroup_iff.mp hM.eigenvectorUnitary.2, ?_⟩
    have h := hM.spectral_theorem
    rw [Unitary.conjStarAlgAut_apply] at h
    exact h
  have key : ∀ (d : n → ℝ) (x : n → ℂ),
      (star x ⬝ᵥ ((V * diagonal (fun i => (d i : ℂ)) * Vᴴ) *ᵥ x)).re
        = ∑ i, d i * Complex.normSq ((Vᴴ *ᵥ x) i) := by
    intro d x
    have e : star x ⬝ᵥ ((V * diagonal (fun i => (d i : ℂ)) * Vᴴ) *ᵥ x)
        = star (Vᴴ *ᵥ x) ⬝ᵥ (diagonal (fun i => (d i : ℂ)) *ᵥ (Vᴴ *ᵥ x)) := by
      rw [Matrix.star_mulVec, conjTranspose_conjTranspose, ← Matrix.dotProduct_mulVec]
      simp only [Matrix.mulVec_mulVec, Matrix.mul_assoc]
    rw [e]
    generalize Vᴴ *ᵥ x = y
    simp only [dotProduct, Complex.re_sum, Matrix.mulVec_diagonal, Pi.star_apply]
    refine Finset.sum_congr rfl fun i _ => ?_
    simp [Complex.normSq_apply]
    ring
  refine ⟨Vᴴ, fun x => ⟨?_, ?_⟩⟩
  · rw [← key, ← hMV]
  · have h1 := key (fun _ => 1) x
    simpa [hV] using h1

/-- If `N - M` is positive semidefinite, every energy level of the Hermitian matrix `M` lies
at or below the corresponding level of the Hermitian matrix `N`. -/
theorem level_mono {M N : Matrix n n ℂ} (hM : M.IsHermitian) (hN : N.IsHermitian)
    (h : (N - M).PosSemidef) (k : Fin (Fintype.card n)) : level hM k ≤ level hN k := by
  unfold level
  generalize k.rev = k
  obtain ⟨U, hU⟩ := expectation_expansion hM
  obtain ⟨V, hV⟩ := expectation_expansion hN
  let e : Fin (Fintype.card n) ≃ n := Fintype.equivOfCardEq (Fintype.card_fin _)
  -- one condition fewer than the dimension leaves a nonzero trial vector
  let R : Matrix n n ℂ := fun r =>
    if e.symm r = k then 0 else if k < e.symm r then U r else V r
  have hR : R.det = 0 := by
    refine det_eq_zero_of_row_eq_zero (e k) fun j => ?_
    have : R (e k) = 0 := if_pos (e.symm_apply_apply k)
    rw [this]
    rfl
  obtain ⟨x, hx, hRx⟩ := Matrix.exists_mulVec_eq_zero_iff.mpr hR
  have hUx : ∀ r, k < e.symm r → (U *ᵥ x) r = 0 := by
    intro r hr
    have h1 : R r = U r := (if_neg hr.ne').trans (if_pos hr)
    have h2 : R r ⬝ᵥ x = 0 := congrFun hRx r
    rw [h1] at h2
    exact h2
  have hVx : ∀ r, e.symm r < k → (V *ᵥ x) r = 0 := by
    intro r hr
    have h1 : R r = V r := (if_neg hr.ne).trans (if_neg hr.le.not_gt)
    have h2 : R r ⬝ᵥ x = 0 := congrFun hRx r
    rw [h1] at h2
    exact h2
  have hlow : hM.eigenvalues₀ k * (star x ⬝ᵥ x).re ≤ (star x ⬝ᵥ (M *ᵥ x)).re := by
    rw [(hU x).1, (hU x).2, Finset.mul_sum]
    refine Finset.sum_le_sum fun r _ => ?_
    rcases lt_or_ge k (e.symm r) with hr | hr
    · simp [hUx r hr]
    · exact mul_le_mul_of_nonneg_right (hM.eigenvalues₀_antitone hr) (Complex.normSq_nonneg _)
  have hupp : (star x ⬝ᵥ (N *ᵥ x)).re ≤ hN.eigenvalues₀ k * (star x ⬝ᵥ x).re := by
    rw [(hV x).1, (hV x).2, Finset.mul_sum]
    refine Finset.sum_le_sum fun r _ => ?_
    rcases lt_or_ge (e.symm r) k with hr | hr
    · simp [hVx r hr]
    · exact mul_le_mul_of_nonneg_right (hN.eigenvalues₀_antitone hr) (Complex.normSq_nonneg _)
  have hpos : 0 < (star x ⬝ᵥ x).re := by
    have h1 : (star x ⬝ᵥ x).re = ∑ i, Complex.normSq (x i) := by
      simp [dotProduct, Complex.normSq_apply]
    obtain ⟨i, hi⟩ := Function.ne_iff.mp hx
    rw [h1]
    exact Finset.sum_pos' (fun j _ => Complex.normSq_nonneg _)
      ⟨i, Finset.mem_univ i, Complex.normSq_pos.mpr hi⟩
  have hMN := (Complex.le_def.mp (h.dotProduct_mulVec_nonneg x)).1
  rw [Matrix.sub_mulVec, dotProduct_sub, Complex.sub_re, Complex.zero_re] at hMN
  exact le_of_mul_le_mul_right (by linarith) hpos

/-- Let `A` be positive semidefinite and let the overlap matrix of the first `m'` projectors be
invertible. Then for `m ≤ m'` the overlap matrix of the first `m` is invertible too, and
`K_m ≤ K_m' ≤ A`. -/
theorem projector_tower {A : Matrix n n ℂ} (hA : A.PosSemidef) (φ : ℕ → n → ℂ) {m m' : ℕ}
    (hm : m ≤ m') (h : IsUnit (overlap A (firstProjectors φ m')).det) :
    IsUnit (overlap A (firstProjectors φ m)).det ∧
      (compressed A (firstProjectors φ m') - compressed A (firstProjectors φ m)).PosSemidef ∧
      (A - compressed A (firstProjectors φ m')).PosSemidef := by
  -- the shorter list is selected from the longer one by a matrix of zeros and ones
  let C : Matrix (Fin m') (Fin m) ℂ := fun j k => if j = Fin.castLE hm k then 1 else 0
  have hC : ∀ v, C *ᵥ v = 0 → v = 0 := by
    intro v hv
    ext k
    have := congrFun hv (Fin.castLE hm k)
    simpa [C, Matrix.mulVec, dotProduct] using this
  have e : firstProjectors φ m = firstProjectors φ m' * C := by
    ext i k
    rw [Matrix.mul_apply]
    simp [C, firstProjectors]
  rw [e]
  exact ⟨overlap_isUnit hA h hC, compressed_chain hA h hC⟩

/-- For Hermitian `H`, positive semidefinite `A` and an invertible overlap matrix of the first
`m'` projectors, each energy level of `H + K_m` with `m ≤ m'` is at most that of `H + K_m'`,
which is at most that of `H + A`. -/
theorem levels_rise_with_projectors {A H : Matrix n n ℂ} (hA : A.PosSemidef)
    (hH : H.IsHermitian) (φ : ℕ → n → ℂ) {m m' : ℕ} (hm : m ≤ m')
    (h : IsUnit (overlap A (firstProjectors φ m')).det) (k : Fin (Fintype.card n)) :
    level (hH.add (compressed_isHermitian hA.isHermitian (firstProjectors φ m))) k
        ≤ level (hH.add (compressed_isHermitian hA.isHermitian (firstProjectors φ m'))) k ∧
      level (hH.add (compressed_isHermitian hA.isHermitian (firstProjectors φ m'))) k
        ≤ level (hH.add hA.isHermitian) k := by
  obtain ⟨-, h1, h2⟩ := projector_tower hA φ hm h
  constructor
  · refine level_mono _ _ ?_ k
    rw [add_sub_add_left_eq_sub]
    exact h1
  · refine level_mono _ _ ?_ k
    rw [add_sub_add_left_eq_sub]
    exact h2

end

end MultiProjector
```

```lean
#print axioms MultiProjector.levels_rise_with_projectors
```

```
'MultiProjector.levels_rise_with_projectors' depends on axioms: [propext, Classical.choice, Quot.sound]
```
